# For Real Orbitals the Response Determinant Reduces to Half Size, and Its Roots Pair as ±ω

## Two amplitudes for every orbital pair

In linear-response time-dependent Hartree–Fock or density-functional theory, each pair of one occupied and one empty orbital is given two independent amplitudes: $u_i$ for excitation and $v_i$ for de-excitation, where $i$ runs over a finite set $n$ of orbital pairs. A response vector is therefore a stacked pair $(u,v)$, and the response matrix has twice as many rows as there are orbital pairs:

$$M=\begin{pmatrix}A&B\\-B&-A\end{pmatrix}.$$

The matrix $A$ holds the orbital-energy differences and the coupling between excitations, and $B$ couples excitations to de-excitations. The same $A$ and $B$ appear in both rows, which is the form for real orbitals; complex orbitals would put conjugates in the lower row.

In X-ray emission the reference state can be core-ionized. A core orbital is then empty while valence orbitals above it are filled, so moving an electron "up" into the empty orbital lowers the energy. The transition appears as a negative root $\omega$, and the photon carries energy $-\omega$.

## What is claimed, and for which matrices

The main theorem, `det_response`, says that for every $x$

$$\det(x-M)=\det\bigl(x^2-(A-B)(A+B)\bigr).$$

Here `K` is any field of characteristic zero, which includes the real and complex numbers, and $A$, $B$ are arbitrary square matrices over it, with no symmetry assumed. In Lean, `responseMatrix A B` is $M$ with rows and columns indexed by `n ⊕ n`, `Sum.elim u v` is the stacked vector, and `x • 1` is $x$ times the identity.

Two consequences concern the characteristic polynomial. `charpoly_response` says that it is the one of $(A-B)(A+B)$ with $X^2$ substituted for $X$. `paired_roots` says that $(X-\omega)^k$ divides it exactly when $(X+\omega)^k$ does, so $\omega$ and $-\omega$ have the same algebraic multiplicity. For complex roots of real matrices, one takes `K` to be the complex numbers.

Of the remaining theorems, `sum_difference_form` is a matrix identity used in the proof and the others concern vectors; the two about emission are stated over the reals. The matrices are given and finite: nothing here derives them from a Hamiltonian, treats a frequency-dependent kernel or computes intensities.

For such a finite model, a program may solve the half-size problem for $\omega^2$, but $\omega^2$ does not carry the sign of an emission root. For symmetric $A$ and $B$ and a simple root $\omega^2>0$, the sign can be recovered from the vector, through the norm discussed below.

## Exchanging the amplitudes

Written out, $M(u,v)=\omega(u,v)$ is the pair of equations

$$Au+Bv=\omega u,\qquad Bu+Av=-\omega v,$$

where the second row has been multiplied by $-1$. Exchanging $u$ and $v$ turns each equation into the other with $\omega$ replaced by $-\omega$. Every solution $(u,v)$ at $\omega$ thus has a mirror image $(v,u)$ at $-\omega$.

## Halving the determinant

Take sums and differences of the amplitudes with

$$T=\begin{pmatrix}1&1\\1&-1\end{pmatrix},\qquad N=\begin{pmatrix}0&A-B\\A+B&0\end{pmatrix}.$$

Multiplying the blocks gives $TM=NT$, hence $T(x-M)=(x-N)T$. With $|n|$ the number of orbital pairs, $\det T=(-2)^{|n|}\neq0$, so $\det(x-M)=\det(x-N)$.

Write $P=A-B$ and $Q=A+B$. For $x\neq0$,

$$\begin{pmatrix}x&-P\\-Q&x\end{pmatrix}\begin{pmatrix}x&0\\Q&1\end{pmatrix}=\begin{pmatrix}x^2-PQ&-P\\0&x\end{pmatrix}.$$

Taking determinants gives $\det(x-N)\,x^{|n|}=\det(x^2-PQ)\,x^{|n|}$, and the nonzero factor cancels.

For $x=0$ that factor vanishes, so one row and one column operation are used directly on $-M$:

$$\begin{pmatrix}1&1\\0&1\end{pmatrix}\begin{pmatrix}-A&-B\\B&A\end{pmatrix}\begin{pmatrix}1&1\\0&1\end{pmatrix}=\begin{pmatrix}-(A-B)&0\\B&A+B\end{pmatrix}.$$

The outer factors have determinant 1, so $\det(-M)=\det\bigl(-(A-B)(A+B)\bigr)$.

Since the identity holds at every $x$ in an infinite field, it holds between polynomials. The characteristic polynomial $p$ of $M$ contains only even powers, so $p(-X)=p(X)$. If $p(X)=(X-\omega)^k r(X)$ for some polynomial $r$, then

$$p(X)=p(-X)=(-1)^k(X+\omega)^k r(-X),$$

and the converse follows by replacing $\omega$ with $-\omega$.

## The norm that marks an emission root

Every absorption root $\omega>0$ also has a negative partner, so a negative sign alone does not indicate emission. The quantity $u\cdot u-v\cdot v$ tells the two apart: it changes sign under the exchange of amplitudes, and a genuine transition out of the reference has it positive. Inserting the two amplitude equations into the quadratic form of $\begin{pmatrix}A&B\\B&A\end{pmatrix}$ gives

$$u\cdot(Au+Bv)+v\cdot(Bu+Av)=\omega\,(u\cdot u-v\cdot v).$$

With $\omega<0$ and $u\cdot u>v\cdot v$ the right side is negative; for a vector normalised to $u\cdot u-v\cdot v=1$ it is $\omega$ itself. The form is also half the sum of $(u+v)\cdot(A+B)(u+v)$ and $(u-v)\cdot(A-B)(u-v)$, so at least one of these is then negative. When $A$ and $B$ are symmetric, and $A+B$ and $A-B$ give, up to a positive factor, the second-order energy change for real and imaginary orbital rotations about a stationary reference, that reference is not a minimum, as one expects of a core-hole state.

## One orbital pair, and the limit of no coupling

For a single orbital pair let $A=a$ and $B=b$ be numbers with $|b|<-a$. The negative root is $w=-\sqrt{a^2-b^2}$, and a vector for it is $u=-(a+w)$, $v=b$. The first equation holds because

$$-a(a+w)+b^2=-w^2-aw=-w(a+w),$$

and the second because $-b(a+w)+ab=-wb$. Moreover $u^2-v^2=2w(a+w)>0$, since both $w$ and $a+w$ are negative. Dividing by the square root of this number gives normalised amplitudes with

$$u^2=\frac{a+w}{2w},\qquad v^2=\frac{a-w}{2w}.$$

At $b=0$ the root is $w=a$ and the normalised vector is $(1,0)$, a pure excitation with negative energy. If instead $a>0$ and $b=0$, the negative root is $-a$ with vector $(0,1)$, the mirror image of an absorption. Both cases have a secular determinant of the form $x^2-a^2$; the determinant does not tell them apart, but the vector belonging to the negative root does.

## The complete Lean file

```lean
import Mathlib

open Matrix

namespace LinearResponseEmission

variable {n K : Type*} [Fintype n] [Field K]

/-- The linear-response matrix `[[A, B], [-B, -A]]` acting on pairs of excitation and
de-excitation amplitudes. -/
def responseMatrix (A B : Matrix n n K) : Matrix (n ⊕ n) (n ⊕ n) K :=
  fromBlocks A B (-B) (-A)

/-- The eigenvalue equation of the response matrix is the pair of coupled equations
`A u + B v = ω u` and `B u + A v = -ω v` for the amplitudes `u` and `v`. -/
theorem response_eigen_iff (A B : Matrix n n K) (u v : n → K) (ω : K) :
    responseMatrix A B *ᵥ Sum.elim u v = ω • Sum.elim u v ↔
      A *ᵥ u + B *ᵥ v = ω • u ∧ B *ᵥ u + A *ᵥ v = -(ω • v) := by
  constructor
  · intro h
    refine ⟨funext fun i => ?_, funext fun i => ?_⟩
    · have := congrFun h (Sum.inl i)
      simp only [responseMatrix, fromBlocks_mulVec, Sum.elim_inl, Sum.elim_comp_inl,
        Sum.elim_comp_inr, Pi.add_apply, Pi.smul_apply, smul_eq_mul] at this ⊢
      linear_combination this
    · have := congrFun h (Sum.inr i)
      simp only [responseMatrix, fromBlocks_mulVec, Sum.elim_inr, Sum.elim_comp_inl,
        Sum.elim_comp_inr, neg_mulVec, Pi.add_apply, Pi.neg_apply, Pi.smul_apply,
        smul_eq_mul] at this ⊢
      linear_combination -this
  · rintro ⟨h1, h2⟩
    funext i
    rcases i with i | i
    · have := congrFun h1 i
      simp only [responseMatrix, fromBlocks_mulVec, Sum.elim_inl, Sum.elim_comp_inl,
        Sum.elim_comp_inr, Pi.add_apply, Pi.smul_apply, smul_eq_mul] at this ⊢
      linear_combination this
    · have := congrFun h2 i
      simp only [responseMatrix, fromBlocks_mulVec, Sum.elim_inr, Sum.elim_comp_inl,
        Sum.elim_comp_inr, neg_mulVec, Pi.add_apply, Pi.neg_apply, Pi.smul_apply,
        smul_eq_mul] at this ⊢
      linear_combination -this

/-- Exchanging excitation and de-excitation amplitudes turns a solution at frequency `ω`
into a solution at frequency `-ω`. -/
theorem swap_amplitudes (A B : Matrix n n K) (u v : n → K) (ω : K)
    (h : responseMatrix A B *ᵥ Sum.elim u v = ω • Sum.elim u v) :
    responseMatrix A B *ᵥ Sum.elim v u = (-ω) • Sum.elim v u := by
  rw [response_eigen_iff] at h ⊢
  obtain ⟨h1, h2⟩ := h
  constructor
  · rw [add_comm, h2, neg_smul]
  · rw [add_comm, h1, neg_smul, neg_neg]

/-- If a real response vector has negative frequency and its excitation part outweighs its
de-excitation part, then the quadratic form of `[[A, B], [B, A]]` is negative on it. -/
theorem emission_needs_negative_curvature (A B : Matrix n n ℝ) (u v : n → ℝ) (ω : ℝ)
    (h : responseMatrix A B *ᵥ Sum.elim u v = ω • Sum.elim u v)
    (hω : ω < 0) (huv : v ⬝ᵥ v < u ⬝ᵥ u) :
    u ⬝ᵥ (A *ᵥ u + B *ᵥ v) + v ⬝ᵥ (B *ᵥ u + A *ᵥ v) < 0 := by
  obtain ⟨h1, h2⟩ := (response_eigen_iff A B u v ω).mp h
  -- the quadratic form equals ω (u·u - v·v)
  rw [h1, h2, dotProduct_neg, dotProduct_smul, dotProduct_smul, smul_eq_mul, smul_eq_mul]
  nlinarith [mul_neg_of_neg_of_pos hω (sub_pos.mpr huv)]

variable [DecidableEq n]

/-- Applying the response matrix and then taking sums and differences of the amplitudes is the same
as taking sums and differences first and then applying the block off-diagonal matrix with blocks
`A - B` and `A + B`. -/
theorem sum_difference_form (A B : Matrix n n K) :
    (fromBlocks 1 1 1 (-1) : Matrix (n ⊕ n) (n ⊕ n) K) * responseMatrix A B =
      fromBlocks 0 (A - B) (A + B) 0 * fromBlocks 1 1 1 (-1) := by
  rw [responseMatrix, fromBlocks_multiply, fromBlocks_multiply, fromBlocks_inj]
  refine ⟨?_, ?_, ?_, ?_⟩ <;> noncomm_ring

variable [CharZero K]

/-- The secular determinant of the response matrix at `x` equals the half-size determinant
of `x² - (A - B)(A + B)`, over any field of characteristic zero. -/
theorem det_response (A B : Matrix n n K) (x : K) :
    (x • (1 : Matrix (n ⊕ n) (n ⊕ n) K) - responseMatrix A B).det =
      (x ^ 2 • (1 : Matrix n n K) - (A - B) * (A + B)).det := by
  rcases eq_or_ne x 0 with rfl | hx
  · -- at x = 0 one row and one column operation make the matrix triangular
    have h : (fromBlocks 1 1 0 1 : Matrix (n ⊕ n) (n ⊕ n) K) * (-responseMatrix A B) *
        (fromBlocks 1 1 0 1 : Matrix (n ⊕ n) (n ⊕ n) K) =
        fromBlocks (-(A - B)) 0 B (A + B) := by
      rw [responseMatrix, fromBlocks_neg, fromBlocks_multiply, fromBlocks_multiply,
        fromBlocks_inj]
      refine ⟨?_, ?_, ?_, ?_⟩ <;> noncomm_ring
    have hd := congrArg det h
    simp only [det_mul, det_fromBlocks_zero₂₁, det_fromBlocks_zero₁₂, det_one, one_mul,
      mul_one] at hd
    have e : (0 : K) ^ 2 • (1 : Matrix n n K) - (A - B) * (A + B) =
        -(A - B) * (A + B) := by
      rw [zero_pow two_ne_zero, zero_smul, zero_sub, neg_mul]
    rw [e, det_mul, zero_smul, zero_sub, hd]
  · have hdx : (x • (1 : Matrix n n K)).det ≠ 0 := by
      rw [det_smul, det_one, mul_one]
      exact pow_ne_zero _ hx
    -- a triangular factor eliminates one off-diagonal block
    have key : ∀ P Q : Matrix n n K,
        (x • (1 : Matrix (n ⊕ n) (n ⊕ n) K) - fromBlocks 0 P Q 0).det =
          (x ^ 2 • (1 : Matrix n n K) - P * Q).det := by
      intro P Q
      have h : (x • (1 : Matrix (n ⊕ n) (n ⊕ n) K) - fromBlocks 0 P Q 0) *
          fromBlocks (x • 1) 0 Q 1 =
          fromBlocks (x ^ 2 • 1 - P * Q) (-P) 0 (x • 1) := by
        rw [sub_mul, smul_mul_assoc, one_mul, fromBlocks_smul, fromBlocks_multiply]
        simp only [sub_eq_add_neg, fromBlocks_neg, fromBlocks_add, fromBlocks_inj]
        refine ⟨?_, ?_, ?_, ?_⟩ <;> simp [pow_two, smul_smul]
      have hd := congrArg det h
      rw [det_mul, det_fromBlocks_zero₁₂, det_fromBlocks_zero₂₁, det_one, mul_one] at hd
      exact mul_right_cancel₀ hdx hd
    have hT : (fromBlocks 1 1 1 (-1) : Matrix (n ⊕ n) (n ⊕ n) K).det ≠ 0 := by
      have e : (-1 - 1 * 1 : Matrix n n K) = (-2 : K) • (1 : Matrix n n K) := by
        rw [mul_one]
        module
      rw [det_fromBlocks_one₁₁, e, det_smul, det_one, mul_one]
      exact pow_ne_zero _ (by norm_num)
    -- the change to sums and differences preserves the secular determinant
    have h1 : (fromBlocks 1 1 1 (-1) : Matrix (n ⊕ n) (n ⊕ n) K) *
        (x • (1 : Matrix (n ⊕ n) (n ⊕ n) K) - responseMatrix A B) =
        (x • (1 : Matrix (n ⊕ n) (n ⊕ n) K) - fromBlocks 0 (A - B) (A + B) 0) *
          fromBlocks 1 1 1 (-1) := by
      rw [mul_sub, sub_mul, sum_difference_form, mul_smul_comm, smul_mul_assoc, mul_one,
        one_mul]
    have hd := congrArg det h1
    rw [det_mul, det_mul, key, mul_comm _ (det (fromBlocks 1 1 1 (-1)))] at hd
    exact mul_left_cancel₀ hT hd

/-- The characteristic polynomial of the response matrix is that of `(A - B)(A + B)` taken
at the squared frequency. -/
theorem charpoly_response (A B : Matrix n n K) :
    (responseMatrix A B).charpoly =
      ((A - B) * (A + B)).charpoly.comp (Polynomial.X ^ 2) := by
  refine Polynomial.funext fun x => ?_
  have h := det_response A B x
  simp only [smul_one_eq_diagonal] at h
  simp only [Polynomial.eval_comp, Polynomial.eval_pow, Polynomial.eval_X, eval_charpoly,
    scalar_apply]
  exact h

open Polynomial in
/-- Response frequencies come in opposite-sign pairs of equal multiplicity: `ω` is a root of
order at least `k` exactly when `-ω` is. -/
theorem paired_roots (A B : Matrix n n K) (ω : K) (k : ℕ) :
    (X - C ω) ^ k ∣ (responseMatrix A B).charpoly ↔
      (X + C ω) ^ k ∣ (responseMatrix A B).charpoly := by
  have hs : (responseMatrix A B).charpoly.comp (-X) = (responseMatrix A B).charpoly := by
    rw [charpoly_response, comp_assoc, pow_comp, X_comp, neg_sq]
  -- reflect the factorisation through the origin
  have key : ∀ c : K, (X - C c) ^ k ∣ (responseMatrix A B).charpoly →
      (X + C c) ^ k ∣ (responseMatrix A B).charpoly := by
    rintro c ⟨q, hq⟩
    have e : -X - C c = -1 * (X + C c) := by ring
    refine ⟨(-1) ^ k * q.comp (-X), ?_⟩
    rw [← hs, hq, mul_comp, pow_comp, sub_comp, X_comp, C_comp, e, mul_pow]
    ring
  refine ⟨key ω, fun h => ?_⟩
  have h' := key (-ω)
  rw [C_neg, sub_neg_eq_add, ← sub_eq_add_neg] at h'
  exact h' h

/-- The negative root `-√(a² - b²)` of a single orbital pair with diagonal element `a` and coupling
`b`, meant for `|b| < |a|`. -/
noncomputable def emissionRoot (a b : ℝ) : ℝ := -√(a ^ 2 - b ^ 2)

/-- For a single orbital pair with `|b| < -a`, the root `-√(a² - b²)` is negative and has an
explicit response vector whose excitation part outweighs its de-excitation part. -/
theorem single_pair_emission (a b : ℝ) (hab : |b| < -a) :
    emissionRoot a b < 0 ∧ b ^ 2 < (-(a + emissionRoot a b)) ^ 2 ∧
      responseMatrix !![a] !![b] *ᵥ Sum.elim ![-(a + emissionRoot a b)] ![b] =
        emissionRoot a b • Sum.elim ![-(a + emissionRoot a b)] ![b] := by
  obtain ⟨h1, h2⟩ := abs_lt.mp hab
  have hpos : 0 < a ^ 2 - b ^ 2 := by
    nlinarith [mul_pos (show 0 < b - a by linarith) (show 0 < -a - b by linarith)]
  have hsq : emissionRoot a b ^ 2 = a ^ 2 - b ^ 2 := by
    rw [emissionRoot, neg_sq, Real.sq_sqrt hpos.le]
  have hw : emissionRoot a b < 0 := neg_neg_of_pos (Real.sqrt_pos.mpr hpos)
  generalize emissionRoot a b = w at hsq hw ⊢
  have haw : a + w < 0 := by linarith
  refine ⟨hw, by nlinarith [mul_pos_of_neg_of_neg hw haw], ?_⟩
  rw [response_eigen_iff]
  constructor
  · funext i
    obtain rfl : i = 0 := Subsingleton.elim _ _
    simp only [Pi.add_apply, mulVec, dotProduct, Finset.univ_unique, Finset.sum_singleton]
    change a * (-(a + w)) + b * b = w * (-(a + w))
    linear_combination hsq
  · funext i
    obtain rfl : i = 0 := Subsingleton.elim _ _
    simp only [Pi.add_apply, mulVec, dotProduct, Finset.univ_unique, Finset.sum_singleton]
    change b * (-(a + w)) + a * b = -(w * b)
    ring

end LinearResponseEmission
```

```lean
#print axioms LinearResponseEmission.swap_amplitudes
#print axioms LinearResponseEmission.emission_needs_negative_curvature
#print axioms LinearResponseEmission.paired_roots
#print axioms LinearResponseEmission.single_pair_emission
```

```
'LinearResponseEmission.swap_amplitudes' depends on axioms: [propext, Classical.choice, Quot.sound]
'LinearResponseEmission.emission_needs_negative_curvature' depends on axioms: [propext, Classical.choice, Quot.sound]
'LinearResponseEmission.paired_roots' depends on axioms: [propext, Classical.choice, Quot.sound]
'LinearResponseEmission.single_pair_emission' depends on axioms: [propext, Classical.choice, Quot.sound]
```

## From amplitude equations to curvature

`response_eigen_iff` compares the two sides entry by entry, with `Sum.inl` selecting the upper half and `Sum.inr` the lower. The coefficient $-1$ in `linear_combination -this` is the sign change made in the second row above. `swap_amplitudes` passes to the two equations, exchanges them and passes back.

`emission_needs_negative_curvature` substitutes the same equations into the quadratic form. `nlinarith` then finishes from the fact that the negative number $\omega$ times the positive number $u\cdot u-v\cdot v$ is negative.

## Two cases for the determinant, then polynomials

`sum_difference_form` is $TM=NT$, checked in each of the four blocks by `noncomm_ring`, which respects the order of matrix products.

`det_response` splits on whether $x$ is zero. The zero case takes determinants of the row-and-column identity. In the other case, `key` is the triangular-factor step for arbitrary $P$ and $Q$, `hT` shows $\det T\neq0$, which is where characteristic zero enters, and `h1` is $T(x-M)=(x-N)T$. The two cancellation lemmas remove $x^{|n|}$ and $\det T$.

`charpoly_response` obtains equality of polynomials from equality of values through `Polynomial.funext`. In `paired_roots`, `hs` is the evenness $p(-X)=p(X)$, and `key` reflects a factorisation through the origin; applying it at $-\omega$ gives the converse.

## The explicit emission vector

`single_pair_emission` first shows that $a^2-b^2$ is positive, then replaces the root by a letter `w` about which only $w^2=a^2-b^2$ and $w<0$ are kept. Together with $a<0$, which follows from the hypothesis, these give the norm inequality. The first amplitude equation follows from the formula for $w^2$, by `linear_combination hsq`, while the second is an identity in $a$, $b$ and $w$ that `ring` closes.
